# Free diffusion under a discrete Langevin thermostat: the coefficient is (Th/2) coth(gh/2)

Suppose that a free particle is simulated with a stochastic thermostat, and that its diffusion coefficient is read off from the mean square displacement. For friction $g$ and temperature $T$, in units where the mass and Boltzmann's constant are 1, the continuous Langevin equation predicts $T/g$. With a time step $h$ such that $gh=1$, the scheme below settles at about $1.082\,T/g$. Anyone who takes this excess for poor sampling will run longer, and it will stay.

The scheme, in one dimension and started from $v_0=x_0=0$, is

$$v_{n+1}=c\,v_n+s\,r_n,\qquad x_{n+1}=x_n+\tfrac h2\,(v_n+v_{n+1}),$$

with $c=e^{-gh}$, $s=\sqrt{(1-c^2)T}$ and random numbers $r_n$ that satisfy $E[r_mr_n]=\delta_{mn}$. The result is that, as $n\to\infty$,

$$\frac{E[x_n^2]}{2nh}\to D=\frac{Th}{2}\coth\frac{gh}{2}.$$

For simulation practice, this gives the time-step dependence of a measured diffusion coefficient for a single non-interacting particle under this particular scheme.

## The noise and the update rule

```lean
import Mathlib

open MeasureTheory ProbabilityTheory Filter Topology

namespace ThermostatDiffusion

noncomputable section

/-- White noise in a weak sense: square-integrable `r n` with unit second moment and with
`E[r_m r_n] = 0` for `m ≠ n`. Zero mean is not required. -/
structure WhiteNoise {Ω : Type*} [MeasurableSpace Ω] (μ : Measure Ω) (r : ℕ → Ω → ℝ) :
    Prop where
  memLp : ∀ n, MemLp (r n) 2 μ
  corr : ∀ m n, ∫ ω, r m ω * r n ω ∂μ = if m = n then 1 else 0
```

`WhiteNoise μ r` is a property of a sequence of random variables. A point `ω` is one realisation of all the noise, and `∫ ω, … ∂μ` is the average $E[\dots]$ when `μ` is a probability measure. The property has two parts: each $r_n$ has a finite second moment (`MemLp … 2`), and $E[r_mr_n]=\delta_{mn}$. Neither Gaussian shape nor independence is required, and not even zero mean.

```lean
/-- The factor by which friction `g` damps the velocity in a time step `h`. -/
def damping (g h : ℝ) : ℝ := Real.exp (-(g * h))
```

This is $c=e^{-gh}$, the fraction of the velocity that survives one step of friction.

```lean
/-- The amplitude of the random kick at temperature `T` (unit mass), for `g h, T ≥ 0`. -/
def kick (g h T : ℝ) : ℝ := Real.sqrt ((1 - damping g h ^ 2) * T)
```

This is $s=\sqrt{(1-c^2)T}$. The choice stands for the balance between friction and noise: a velocity with variance $T$ keeps $c^2T$ after damping, and the kick restores the missing $(1-c^2)T$.

```lean
/-- The velocity after `n` steps from rest, with damping factor `c`, kick amplitude `s` and
noise `r`. -/
def vel (c s : ℝ) (r : ℕ → ℝ) : ℕ → ℝ
  | 0 => 0
  | n + 1 => c * vel c s r n + s * r n
```

The two lines are the two cases of a recursion: $v_0=0$ and $v_{n+1}=cv_n+sr_n$. Here `r` is an ordinary sequence of numbers, that is, the noise of one realisation.

```lean
/-- The position after `n` steps from the origin, moving in each time step `h` with the
average of the old and the new velocity. -/
def pos (h c s : ℝ) (r : ℕ → ℝ) : ℕ → ℝ
  | 0 => 0
  | n + 1 => pos h c s r n + h * (vel c s r n + vel c s r (n + 1)) / 2
```

The position starts at zero and moves with the average of the old and the new velocity. No force appears, so the particle is free.

```lean
/-- The hyperbolic cotangent, for `x ≠ 0`. -/
def coth (x : ℝ) : ℝ := Real.cosh x / Real.sinh x
```

This is the usual $\coth x=\cosh x/\sinh x$.

## From the damping factor to coth

```lean
variable {Ω : Type*} [MeasurableSpace Ω] {μ : Measure Ω} {r : ℕ → Ω → ℝ} {g h T : ℝ}

/-- For positive friction and time step the damping factor is less than one. -/
theorem damping_lt_one (hg : 0 < g) (hh : 0 < h) : damping g h < 1 := by
  have := mul_pos hg hh
  exact Real.exp_lt_one_iff.mpr (by linarith)
```

In a Lean theorem the hypotheses stand before the colon and the claim after it. Here `hg` and `hh` say that $g>0$ and $h>0$. Then $-gh<0$, so $c=e^{-gh}<1$.

```lean
/-- For positive friction and time step, `coth (g h / 2)` is `(1 + c) / (1 - c)` with `c`
the damping factor. -/
theorem coth_half (hg : 0 < g) (hh : 0 < h) :
    coth (g * h / 2) = (1 + damping g h) / (1 - damping g h) := by
  have hs : Real.sinh (g * h / 2) ≠ 0 := (Real.sinh_pos_iff.mpr (by positivity)).ne'
  have hc : 1 - damping g h ≠ 0 := (sub_pos.mpr (damping_lt_one hg hh)).ne'
  have hab : Real.exp (g * h / 2) * Real.exp (-(g * h / 2)) = 1 := by
    rw [← Real.exp_add, add_neg_cancel, Real.exp_zero]
  have hd : damping g h = Real.exp (-(g * h / 2)) ^ 2 := by
    rw [damping, sq, ← Real.exp_add]
    congr 1
    ring
  rw [coth, div_eq_div_iff hs hc, Real.cosh_eq, Real.sinh_eq, hd]
  linear_combination (-Real.exp (-(g * h / 2))) * hab
```

Write $a=e^{gh/2}$ and $b=e^{-gh/2}$, so that $ab=1$ and $b^2=c$. Then

$$\coth\frac{gh}{2}=\frac{a+b}{a-b}=\frac{ab+b^2}{ab-b^2}=\frac{1+c}{1-c}.$$

The proof records that both denominators are nonzero (`hs`, `hc`), that $ab=1$ (`hab`) and that $c=b^2$ (`hd`). It then cross-multiplies, and `linear_combination` confirms that the remaining equation is a multiple of $ab=1$.

## Velocity and position in terms of the kicks

```lean
/-- The velocity is the sum of all past kicks, each damped since it was given. -/
theorem vel_eq (c s : ℝ) (r : ℕ → ℝ) (n : ℕ) :
    vel c s r n = s * ∑ k ∈ Finset.range n, c ^ (n - 1 - k) * r k := by
  induction n with
  | zero => simp [vel]
  | succ n ih =>
    -- one more step multiplies every older kick by the damping factor
    have e : ∑ k ∈ Finset.range n, c ^ (n + 1 - 1 - k) * r k
        = c * ∑ k ∈ Finset.range n, c ^ (n - 1 - k) * r k := by
      rw [Finset.mul_sum]
      refine Finset.sum_congr rfl fun k hk => ?_
      have hk' := Finset.mem_range.mp hk
      rw [show n + 1 - 1 - k = (n - 1 - k) + 1 by omega, pow_succ]
      ring
    rw [Finset.sum_range_succ, e, show n + 1 - 1 - n = 0 by omega, vel, ih]
    ring
```

Unrolling the recursion gives

$$v_n=s\sum_{k=0}^{n-1}c^{\,n-1-k}r_k,$$

because kick $k$ has been damped $n-1-k$ times since it was given. `Finset.range n` is the index set $0,\dots,n-1$. The proof is by induction: one more step multiplies every older term by $c$, which is the equation `e`, and adds the new kick.

```lean
/-- Multiplied by `1 - c`, the displacement is `h` times the difference between the summed kicks
`s * r k` and `(1 + c) / 2` times the current velocity. -/
theorem pos_identity (h c s : ℝ) (r : ℕ → ℝ) (n : ℕ) : (1 - c) * pos h c s r n
    = h * (s * ∑ k ∈ Finset.range n, r k - (1 + c) / 2 * vel c s r n) := by
  induction n with
  | zero => simp [pos, vel]
  | succ n ih =>
    rw [Finset.sum_range_succ]
    simp only [pos, vel]
    linear_combination ih
```

By hand, let $A=\sum_{m=0}^{n-1}v_m$. Summing $v_{m+1}-cv_m=sr_m$ over $m=0,\dots,n-1$ gives

$$(1-c)A+v_n=s\sum_{k=0}^{n-1}r_k.$$

The position is $x_n=h(A+v_n/2)$. Eliminating $A$ yields

$$(1-c)\,x_n=h\Big(s\sum_{k=0}^{n-1}r_k-\frac{1+c}{2}\,v_n\Big).$$

Lean checks the same identity by induction on $n$; `ih` is the identity at $n$, from which the one at $n+1$ follows by algebra. The first term is a random walk, and the second is a correction by the current velocity.

## The mean square displacement at every step

```lean
/-- For noise that satisfies `WhiteNoise`, the mean square of a linear combination is the sum of the
squared coefficients. -/
theorem second_moment (hr : WhiteNoise μ r) (w : ℕ → ℝ) (n : ℕ) :
    ∫ ω, (∑ k ∈ Finset.range n, w k * r k ω) ^ 2 ∂μ = ∑ k ∈ Finset.range n, w k ^ 2 := by
  have h2 : ∀ i j, Integrable (fun ω => r i ω * r j ω) μ :=
    fun i j => (hr.memLp i).integrable_mul (hr.memLp j)
  have e : ∀ ω, (∑ k ∈ Finset.range n, w k * r k ω) ^ 2
      = ∑ i ∈ Finset.range n, ∑ j ∈ Finset.range n, (w i * w j) * (r i ω * r j ω) := by
    intro ω
    rw [sq, Finset.sum_mul_sum]
    exact Finset.sum_congr rfl fun i _ => Finset.sum_congr rfl fun j _ => by ring
  simp only [e]
  rw [MeasureTheory.integral_finsetSum _ fun i _ => integrable_finsetSum _ fun j _ => (h2 i j).const_mul _]
  -- only the diagonal terms survive the average
  refine Finset.sum_congr rfl fun i hi => ?_
  rw [MeasureTheory.integral_finsetSum _ fun j _ => (h2 i j).const_mul _]
  simp only [integral_const_mul, hr.corr, mul_ite, mul_one, mul_zero, Finset.sum_ite_eq]
  rw [if_pos hi]
  ring
```

For fixed coefficients $w_k$,

$$E\Big[\Big(\sum_k w_kr_k\Big)^2\Big]=\sum_{i,j}w_iw_j\,E[r_ir_j]=\sum_k w_k^2 .$$

The proof expands the square (`e`), exchanges average and sums, which is allowed because the products $r_ir_j$ are integrable (`h2`), and keeps the diagonal.

```lean
/-- Exact mean square displacement after `n` steps for noise that satisfies `WhiteNoise`, with any
damping factor `c ≠ 1` and any kick amplitude `s`. -/
theorem mean_square_displacement (hr : WhiteNoise μ r) (h s : ℝ) {c : ℝ} (hc : c ≠ 1)
    (n : ℕ) : ∫ ω, pos h c s (fun k => r k ω) n ^ 2 ∂μ = (h * s / (1 - c)) ^ 2
      * (n - (1 + c) * (1 - c ^ n) * (3 - c ^ n) / (4 * (1 - c))) := by
  have hne : 1 - c ≠ 0 := sub_ne_zero.mpr hc.symm
  -- the position as a linear combination of the noise
  have hp : ∀ ω, pos h c s (fun k => r k ω) n = ∑ k ∈ Finset.range n,
      (h * s / (1 - c) * (1 - (1 + c) / 2 * c ^ (n - 1 - k))) * r k ω := by
    intro ω
    have hs : ∑ k ∈ Finset.range n,
          (h * s / (1 - c) * (1 - (1 + c) / 2 * c ^ (n - 1 - k))) * r k ω
        = h * s / (1 - c) * ∑ k ∈ Finset.range n, r k ω - h * s / (1 - c) * ((1 + c) / 2)
          * ∑ k ∈ Finset.range n, c ^ (n - 1 - k) * r k ω := by
      rw [Finset.mul_sum, Finset.mul_sum, ← Finset.sum_sub_distrib]
      exact Finset.sum_congr rfl fun k _ => by ring
    rw [hs, eq_div_of_mul_eq hne ((mul_comm _ _).trans (pos_identity h c s _ n)), vel_eq]
    ring
  have hS : ∑ k ∈ Finset.range n, (h * s / (1 - c) * (1 - (1 + c) / 2 * c ^ (n - 1 - k))) ^ 2
      = (h * s / (1 - c)) ^ 2 * ∑ j ∈ Finset.range n, (1 - (1 + c) / 2 * c ^ j) ^ 2 := by
    rw [← Finset.sum_range_reflect (fun j => (1 - (1 + c) / 2 * c ^ j) ^ 2) n, Finset.mul_sum]
    exact Finset.sum_congr rfl fun k _ => mul_pow _ _ _
  -- the geometric sums
  have hG : ∀ m : ℕ, (∑ j ∈ Finset.range m, (1 - (1 + c) / 2 * c ^ j) ^ 2) * (1 - c)
      = (1 - c) * m - (1 + c) * (1 - c ^ m) * (3 - c ^ m) / 4 := by
    intro m
    induction m with
    | zero => simp
    | succ m ih =>
      rw [Finset.sum_range_succ, add_mul, ih]
      push_cast
      ring
  simp only [hp]
  rw [second_moment hr, hS, eq_div_of_mul_eq hne (hG n), sub_div,
    mul_div_cancel_left₀ _ hne, div_div]
```

This holds for any real $c\neq1$ and any $s$, without reference to a temperature. Inserting the velocity formula into the position identity gives

$$x_n=\frac{hs}{1-c}\sum_{k=0}^{n-1}\Big(1-\frac{1+c}{2}c^{\,n-1-k}\Big)r_k .$$

This is `hp`. By the previous theorem we need the sum of the squared coefficients. With $j=n-1-k$, which is the reversal of the sum in `hS`, it is

$$\sum_{j=0}^{n-1}\Big(1-(1+c)c^j+\frac{(1+c)^2}{4}c^{2j}\Big)
=n-\frac{(1+c)(1-c^n)}{1-c}+\frac{(1+c)(1-c^{2n})}{4(1-c)}.$$

For $c=-1$ the last two terms vanish on both sides. Since $1-c^{2n}=(1-c^n)(1+c^n)$, they combine to

$$E[x_n^2]=\Big(\frac{hs}{1-c}\Big)^2\Big(n-\frac{(1+c)(1-c^n)(3-c^n)}{4(1-c)}\Big).$$

Lean obtains the geometric sums by induction in `hG`, multiplied by $1-c$ to avoid fractions. For $n=1$ the formula reduces to $h^2s^2/4$, as it should for $x_1=hsr_0/2$.

## The long-time limit

```lean
/-- For noise that satisfies `WhiteNoise`, positive friction and time step, and `T ≥ 0`, the mean
square displacement divided by twice the elapsed time tends to `(T h / 2) coth (g h / 2)`. -/
theorem diffusion_limit (hr : WhiteNoise μ r) (hg : 0 < g) (hh : 0 < h) (hT : 0 ≤ T) :
    Tendsto (fun n : ℕ =>
      (∫ ω, pos h (damping g h) (kick g h T) (fun k => r k ω) n ^ 2 ∂μ) / (2 * (n * h)))
      atTop (𝓝 (T * h / 2 * coth (g * h / 2))) := by
  have hc1 := damping_lt_one hg hh
  have hc0 : 0 < damping g h := Real.exp_pos _
  have hne : 1 - damping g h ≠ 0 := (sub_pos.mpr hc1).ne'
  have hk : kick g h T ^ 2 = (1 - damping g h ^ 2) * T :=
    Real.sq_sqrt (mul_nonneg (by nlinarith) hT)
  -- the balance of kicks and damping fixes the slope of the linear growth
  have amp : (h * kick g h T / (1 - damping g h)) ^ 2
      = 2 * h * (T * h / 2 * coth (g * h / 2)) := by
    have e := div_mul_cancel₀ (1 + damping g h) hne
    rw [← coth_half hg hh] at e
    rw [div_pow, mul_pow, hk, div_eq_iff (pow_ne_zero 2 hne)]
    linear_combination (-(h ^ 2 * T * (1 - damping g h))) * e
  have hq := tendsto_pow_atTop_nhds_zero_of_lt_one hc0.le hc1
  have hR := (((hq.const_sub 1).const_mul (1 + damping g h)).mul (hq.const_sub 3)).div_const
    (4 * (1 - damping g h))
  -- the transient stays bounded, so it disappears after division by the time
  have key := ((hR.const_mul (T * h / 2 * coth (g * h / 2))).div_atTop
    (tendsto_natCast_atTop_atTop (R := ℝ))).const_sub (T * h / 2 * coth (g * h / 2))
  rw [sub_zero] at key
  refine key.congr' ?_
  filter_upwards [eventually_gt_atTop 0] with n hn
  have hn' : (0 : ℝ) < n := Nat.cast_pos.mpr hn
  have e : ∀ D R : ℝ, D - D * R / n = 2 * h * D * (n - R) / (2 * (n * h)) := by
    intro D R
    rw [eq_div_iff (by positivity)]
    linear_combination (-(2 * h)) * div_mul_cancel₀ (D * R) hn'.ne'
  rw [mean_square_displacement hr h _ hc1.ne, amp]
  exact e _ _
```

`Tendsto … atTop (𝓝 D)` says that the sequence converges to $D$ as $n\to\infty$. Now $c$ and $s$ take their thermostat values. The prefactor becomes

$$\frac{h^2(1-c^2)T}{(1-c)^2}=h^2T\,\frac{1+c}{1-c}=h^2T\coth\frac{gh}{2}=2hD,$$

which is `amp`. Writing $R_n$ for the term subtracted from $n$ in the mean square displacement, we have for $n\ge1$

$$\frac{E[x_n^2]}{2nh}=\frac{2hD(n-R_n)}{2nh}=D-\frac{D\,R_n}{n}.$$

As $0<c<1$, $c^n\to0$ (`hq`), so $R_n$ converges to $\frac{3(1+c)}{4(1-c)}$ (`hR`) and $DR_n/n\to0$ (`key`). The last lines identify this expression with the one in the statement for all $n>0$. At $T=0$ the particle never moves, and $D=0$.

The comparison with $T/g$ is a remark added to the Lean result: with $y=gh/2$ one has $D=(T/g)\,y\coth y$, and $y\coth y=1+y^2/3+\dots$ for small $y$, so the leading relative excess is $g^2h^2/12$.

Unit second moments alone would not give the limit. Let $\xi=\pm1$ with equal probability and set $r_n=\xi$ for every $n$. Then $E[r_n^2]=1$, but $E[r_mr_n]=1$ for $m\neq n$ as well. The velocity tends to the constant $s\xi/(1-c)$, the particle moves ballistically, and for $T>0$ the ratio $E[x_n^2]/(2nh)$ grows without bound.

## Gaussian noise satisfies the hypotheses

```lean
/-- Independent standard Gaussian variables, realised as the coordinates of the infinite product
space, satisfy `WhiteNoise`. -/
theorem whiteNoise_witness :
    WhiteNoise (Measure.infinitePi fun _ : ℕ => gaussianReal 0 1) (fun n ω => ω n) := by
  have mp := fun n : ℕ => measurePreserving_eval_infinitePi (fun _ : ℕ => gaussianReal 0 1) n
  have push : ∀ (n : ℕ) (f : ℝ → ℝ), Measurable f →
      ∫ ω, f (ω n) ∂(Measure.infinitePi fun _ : ℕ => gaussianReal 0 1)
        = ∫ y, f y ∂(gaussianReal 0 1) := by
    intro n f hf
    have := integral_map (mp n).measurable.aemeasurable
      (hf.aestronglyMeasurable (μ := Measure.map (Function.eval n)
        (Measure.infinitePi fun _ : ℕ => gaussianReal 0 1)))
    rw [(mp n).map_eq] at this
    exact this.symm
  have L : MemLp id 2 (gaussianReal 0 1) := by
    exact_mod_cast memLp_id_gaussianReal (μ := 0) (v := 1) 2
  have M : ∫ y, y ∂(gaussianReal 0 1) = 0 := integral_id_gaussianReal
  have V : ∫ y, y * y ∂(gaussianReal 0 1) = 1 := by
    have := variance_of_integral_eq_zero (μ := gaussianReal 0 1) (X := id) aemeasurable_id M
    rw [variance_id_gaussianReal] at this
    simpa [pow_two] using this.symm
  have mean := fun n : ℕ => (push n (fun y => y) measurable_id).trans M
  refine ⟨fun n => L.comp_measurePreserving (mp n), fun m n => ?_⟩
  by_cases hmn : m = n
  · subst hmn
    rw [if_pos rfl]
    exact (push m (fun y => y * y) (measurable_id.mul measurable_id)).trans V
  · -- distinct coordinates are independent, so the correlation factorises
    have ind := (iIndepFun_infinitePi (P := fun _ : ℕ => gaussianReal 0 1)
      (X := fun _ (y : ℝ) => y) (fun _ => measurable_id)).indepFun hmn
    rw [if_neg hmn, ind.integral_fun_mul_eq_mul_integral
      (measurable_pi_apply m).aestronglyMeasurable
      (measurable_pi_apply n).aestronglyMeasurable, mean m, zero_mul]

end

end ThermostatDiffusion
```

This theorem shows that noise of the required kind exists, with the usual choice as the example. A point `ω` is an infinite sequence of real numbers, drawn independently from the normal distribution with mean 0 and variance 1, and $r_n$ is its $n$-th entry. The step `push` reduces an average over one entry to a one-dimensional Gaussian integral. `L`, `M` and `V` supply the finite second moment, the mean 0 and the second moment 1. For $m\neq n$, independence gives $E[r_mr_n]=E[r_m]\,E[r_n]=0$.

```lean
#print axioms ThermostatDiffusion.diffusion_limit
```

```
'ThermostatDiffusion.diffusion_limit' depends on axioms: [propext, Classical.choice, Quot.sound]
```
